# Gaudin Hamiltonians with distinct levels commute pairwise and add up to B times the total J_z

**Q:** Couple spin a to all the others with arbitrary strengths, do the same for spin b, and the two Hamiltonians generally fail to commute. An eigenstate of one need not be an eigenstate of the other, and I can't label states by both energies. Which couplings cure that?

**A:** One family that does is built from distinct numbers e_a, called levels. With field strength B and ħ = 1, take

H_a = B J_az + Σ_{b≠a} D_ab/(e_a − e_b), where D_ab = J_a·J_b.

Each J_a obeys [J_ax, J_ay] = i J_az and its cyclic versions, and different sites commute.

**Q:** Show me by hand, starting with two spins.

**A:** For a ≠ b,

[J_ax, D_ab] = i J_az J_by − i J_ay J_bz

[J_bx, D_ab] = i J_ay J_bz − i J_az J_by

The sum is zero, and likewise for y and z, so D_ab commutes with J_a + J_b. It also commutes with any third spin J_k, hence with (J_a + J_b)·J_k:

[D_ab, D_ak + D_bk] = 0. (1)

Now write g = 1/(e_a − e_b), u_k = 1/(e_a − e_k), v_k = 1/(e_b − e_k), and collect the third spins in P = Σ_k u_k D_ak and Q = Σ_k v_k D_bk, with k ≠ a, b. Since D_ab = D_ba,

H_a = B J_az + g D_ab + P

H_b = B J_bz − g D_ab + Q

J_az commutes with J_bz and Q, and J_bz commutes with P, which leaves

[H_a, H_b] = −B g [J_az + J_bz, D_ab] + g [D_ab, P + Q] + [P, Q].

The first term vanishes by pair conservation. In [P, Q], terms with two different third spins vanish because they share no site. For each k there remains

g u_k [D_ab, D_ak] + g v_k [D_ab, D_bk] + u_k v_k [D_ak, D_bk].

Call the middle commutator X_k = [D_ab, D_bk]. By (1) the first is −X_k. Applying (1) to the pair b, k with third spin a makes the last −X_k too. The total is (g v_k − g u_k − u_k v_k) X_k, and this is zero because

v_k − u_k = (e_a − e_b) u_k v_k.

**Q:** And the sum of the H_a?

**A:** Give them weights f_a with f_a − f_b = c_ab (e_a − e_b) for a ≠ b. Averaging the double sum with its copy in which a and b are exchanged gives

Σ_a f_a H_a = B Σ_a f_a J_az + ½ Σ_{a≠b} c_ab D_ab.

For f_a = 1 we have c_ab = 0, and only B Σ_a J_az survives. For f_a = e_a we have c_ab = 1: uniformly coupled spins in an inhomogeneous field.

**Q:** Does the Lean statement say this about spins, or about abstract symbols?

**A:** About elements of any complex algebra `A` that satisfy the spin relations. `J a i` is component i of spin a, with 0, 1, 2 for x, y, z. The type `ι` labels finitely many sites, and `Function.Injective e` says that the levels are distinct. The theorem `gaudin_magnet` then states both the pairwise commutation and the sum. The spin lengths are free and may differ between sites.

**Q:** Are these observables?

**A:** Not necessarily. B and the levels may be complex, and no adjoint appears. For Hermitian H_a, take Hermitian spin matrices and real parameters.

```lean
import Mathlib

open Finset
open scoped Kronecker

namespace GaudinMagnet

variable {ι A : Type*} [Ring A] [Algebra ℂ A]
```

The physical assumptions sit in one structure: three commutation relations per site, and independence of different sites.

```lean
/-- A family of angular momenta (components 0, 1, 2 are x, y, z, with ħ = 1): each site obeys
the angular momentum commutation relations, and different sites commute. -/
structure IsSpinFamily (J : ι → Fin 3 → A) : Prop where
  xy : ∀ a, J a 0 * J a 1 - J a 1 * J a 0 = Complex.I • J a 2
  yz : ∀ a, J a 1 * J a 2 - J a 2 * J a 1 = Complex.I • J a 0
  zx : ∀ a, J a 2 * J a 0 - J a 0 * J a 2 = Complex.I • J a 1
  indep : ∀ a b, a ≠ b → ∀ i j, Commute (J a i) (J b j)

/-- The Heisenberg coupling `J_a · J_b`. -/
def dot (J : ι → Fin 3 → A) (a b : ι) : A :=
  J a 0 * J b 0 + J a 1 * J b 1 + J a 2 * J b 2
```

**Q:** Where does your two-spin calculation enter?

**A:** After two short lemmas, on the symmetry of D_ab and on its commuting with third spins.

```lean
/-- The coupling of two different spins is symmetric. -/
theorem dot_symm {J : ι → Fin 3 → A} (h : IsSpinFamily J) {a b : ι} (hab : a ≠ b) :
    dot J a b = dot J b a := by
  unfold dot
  rw [(h.indep a b hab 0 0).eq, (h.indep a b hab 1 1).eq, (h.indep a b hab 2 2).eq]

/-- The coupling of two spins commutes with every component of any other spin. -/
theorem dot_commute_other {J : ι → Fin 3 → A} (h : IsSpinFamily J) {a b k : ι}
    (hak : a ≠ k) (hbk : b ≠ k) (i : Fin 3) : Commute (dot J a b) (J k i) :=
  (((h.indep a k hak 0 i).mul_left (h.indep b k hbk 0 i)).add_left
    ((h.indep a k hak 1 i).mul_left (h.indep b k hbk 1 i))).add_left
    ((h.indep a k hak 2 i).mul_left (h.indep b k hbk 2 i))
```

In `pair_conserved`, the local claim `axis` does the x calculation once. `noncomm_ring` expands the commutator into the known ones, and cyclic relabelling supplies y and z.

```lean
/-- The coupling of two different spins conserves each component of their sum. -/
theorem pair_conserved {J : ι → Fin 3 → A} (h : IsSpinFamily J) {a b : ι} (hab : a ≠ b)
    (i : Fin 3) : Commute (J a i + J b i) (dot J a b) := by
  -- one axis at a time; the other two follow by cyclic permutation
  have axis : ∀ x y z u v w : A, x * y - y * x = Complex.I • z → z * x - x * z = Complex.I • y →
      u * v - v * u = Complex.I • w → w * u - u * w = Complex.I • v →
      Commute x u → Commute x v → Commute x w → Commute y u → Commute z u →
      Commute (x + u) (x * u + y * v + z * w) := by
    intro x y z u v w hxy hzx huv hwu xu xv xw yu zu
    have key : (x + u) * (x * u + y * v + z * w) - (x * u + y * v + z * w) * (x + u)
        = x * (x * u - u * x) - (x * u - u * x) * u + (x * y - y * x) * v
          + y * (x * v - v * x) - (z * x - x * z) * w + z * (x * w - w * x)
          - (y * u - u * y) * v + y * (u * v - v * u)
          - (z * u - u * z) * w - z * (w * u - u * w) := by noncomm_ring
    rw [hxy, hzx, huv, hwu, sub_eq_zero.2 xu.eq, sub_eq_zero.2 xv.eq, sub_eq_zero.2 xw.eq,
      sub_eq_zero.2 yu.eq, sub_eq_zero.2 zu.eq] at key
    apply sub_eq_zero.1
    rw [key]
    simp only [mul_zero, zero_mul, smul_mul_assoc, mul_smul_comm]
    abel
  have c := h.indep a b hab
  have h0 : Commute (J a 0 + J b 0) (dot J a b) :=
    axis _ _ _ _ _ _ (h.xy a) (h.zx a) (h.xy b) (h.zx b) (c _ _) (c _ _) (c _ _) (c _ _) (c _ _)
  have h1 : Commute (J a 1 + J b 1) (dot J a b) := by
    have e : dot J a b = J a 1 * J b 1 + J a 2 * J b 2 + J a 0 * J b 0 := by
      unfold dot; abel
    rw [e]
    exact axis _ _ _ _ _ _ (h.yz a) (h.xy a) (h.yz b) (h.xy b)
      (c _ _) (c _ _) (c _ _) (c _ _) (c _ _)
  have h2 : Commute (J a 2 + J b 2) (dot J a b) := by
    have e : dot J a b = J a 2 * J b 2 + J a 0 * J b 0 + J a 1 * J b 1 := by
      unfold dot; abel
    rw [e]
    exact axis _ _ _ _ _ _ (h.zx a) (h.yz a) (h.zx b) (h.yz b)
      (c _ _) (c _ _) (c _ _) (c _ _) (c _ _)
  fin_cases i
  exacts [h0, h1, h2]
```

Equation (1) is the next theorem.

```lean
/-- For three different spins, `J_a · J_b` commutes with `(J_a + J_b) · J_k`. -/
theorem dot_triple {J : ι → Fin 3 → A} (h : IsSpinFamily J) {a b k : ι} (hab : a ≠ b)
    (hak : a ≠ k) (hbk : b ≠ k) : Commute (dot J a b) (dot J a k + dot J b k) := by
  have e : dot J a k + dot J b k = (J a 0 + J b 0) * J k 0 + (J a 1 + J b 1) * J k 1
      + (J a 2 + J b 2) * J k 2 := by
    unfold dot; noncomm_ring
  have c := fun i => (pair_conserved h hab i).symm.mul_right (dot_commute_other h hak hbk i)
  rw [e]
  exact ((c 0).add_right (c 1)).add_right (c 2)
```

**Q:** And the sums over third spins?

**A:** `bracket_sum` reduces them to one k at a time. Its `hoff` removes the terms with different third spins, and its `hdiag` is the three-term expression above, required to vanish for each k.

```lean
variable [DecidableEq ι]

/-- If `p_k` and `q_l` commute for `k ≠ l`, and `g [T, p_k + q_k] + [p_k, q_k] = 0` for each `k`,
then the same relation holds for the sums of the `p_k` and of the `q_k`. -/
theorem bracket_sum (s : Finset ι) (T : A) (g : ℂ) (p q : ι → A)
    (hoff : ∀ k ∈ s, ∀ l ∈ s, k ≠ l → Commute (p k) (q l))
    (hdiag : ∀ k ∈ s, g • (T * (p k + q k) - (p k + q k) * T) + (p k * q k - q k * p k) = 0) :
    g • (T * (∑ k ∈ s, p k + ∑ k ∈ s, q k) - (∑ k ∈ s, p k + ∑ k ∈ s, q k) * T)
      + ((∑ k ∈ s, p k) * (∑ k ∈ s, q k) - (∑ k ∈ s, q k) * (∑ k ∈ s, p k)) = 0 := by
  have e : g • (T * (∑ k ∈ s, p k + ∑ k ∈ s, q k) - (∑ k ∈ s, p k + ∑ k ∈ s, q k) * T)
      + ((∑ k ∈ s, p k) * (∑ k ∈ s, q k) - (∑ k ∈ s, q k) * (∑ k ∈ s, p k))
      = ∑ k ∈ s, (g • (T * (p k + q k) - (p k + q k) * T)
        + (p k * (∑ l ∈ s, q l) - (∑ l ∈ s, q l) * p k)) := by
    simp only [Finset.sum_add_distrib, Finset.sum_sub_distrib, ← Finset.smul_sum,
      ← Finset.mul_sum, ← Finset.sum_mul]
  rw [e]
  refine Finset.sum_eq_zero fun k hk => ?_
  have c : Commute (p k) (∑ l ∈ s.erase k, q l) := Commute.sum_right _ _ _ fun l hl =>
    hoff k hk l (Finset.mem_of_mem_erase hl) (Finset.ne_of_mem_erase hl).symm
  have d : p k * (∑ l ∈ s, q l) - (∑ l ∈ s, q l) * p k = p k * q k - q k * p k := by
    rw [← Finset.add_sum_erase s q hk, mul_add, add_mul, c.eq]
    abel
  rw [d]
  exact hdiag k hk
```

The Hamiltonian is the formula we started from. Lean sets 1/0 to 0, so the definition would accept equal levels; the theorems exclude them.

```lean
variable [Fintype ι]

/-- The Gaudin Hamiltonian `H_a = B J_az + ∑_{b ≠ a} J_a · J_b / (e_a - e_b)`, meant for
pairwise distinct levels `e`. -/
noncomputable def gaudin (J : ι → Fin 3 → A) (e : ι → ℂ) (B : ℂ) (a : ι) : A :=
  B • J a 2 + ∑ b ∈ univ.erase a, (e a - e b)⁻¹ • dot J a b
```

For the weighted sum, `swap` exchanges the site names and `h2` combines the two copies.

```lean
/-- Weighted sum rule: for distinct levels and weights with `f_a - f_b = c_ab (e_a - e_b)`,
`∑ f_a H_a = B ∑ f_a J_az + (1/2) ∑_{a ≠ b} c_ab J_a · J_b`. -/
theorem weighted_sum {J : ι → Fin 3 → A} (h : IsSpinFamily J) {e : ι → ℂ}
    (he : Function.Injective e) (B : ℂ) (f : ι → ℂ) (c : ι → ι → ℂ)
    (hf : ∀ a b, a ≠ b → f a - f b = c a b * (e a - e b)) :
    ∑ a, f a • gaudin J e B a = B • ∑ a, f a • J a 2
      + (1 / 2 : ℂ) • ∑ a, ∑ b ∈ univ.erase a, c a b • dot J a b := by
  have h1 : ∑ a, f a • gaudin J e B a = B • ∑ a, f a • J a 2
      + ∑ a, ∑ b ∈ univ.erase a, (f a * (e a - e b)⁻¹) • dot J a b := by
    simp only [gaudin, smul_add, Finset.sum_add_distrib, Finset.smul_sum, smul_smul, mul_comm B]
  -- exchange the names of the two sites
  have swap : ∑ a, ∑ b ∈ univ.erase a, (f a * (e a - e b)⁻¹) • dot J a b
      = ∑ a, ∑ b ∈ univ.erase a, (f b * (e b - e a)⁻¹) • dot J a b := by
    rw [Finset.sum_comm' (t' := univ) (s' := fun b => univ.erase b) (by
      intro x y
      simp only [Finset.mem_univ, Finset.mem_erase, true_and, and_true]
      exact ne_comm)]
    refine Finset.sum_congr rfl fun b _ => Finset.sum_congr rfl fun a ha => ?_
    rw [dot_symm h (Finset.ne_of_mem_erase ha)]
  have h2 : ∑ a, ∑ b ∈ univ.erase a, c a b • dot J a b
      = ∑ a, ∑ b ∈ univ.erase a, (f a * (e a - e b)⁻¹) • dot J a b
        + ∑ a, ∑ b ∈ univ.erase a, (f b * (e b - e a)⁻¹) • dot J a b := by
    simp only [← Finset.sum_add_distrib]
    refine Finset.sum_congr rfl fun a _ => Finset.sum_congr rfl fun b hb => ?_
    have hab : a ≠ b := (Finset.ne_of_mem_erase hb).symm
    have hg := inv_mul_cancel₀ (sub_ne_zero.2 (he.ne hab))
    rw [← add_smul, ← neg_sub (e a) (e b), inv_neg]
    congr 1
    linear_combination (-(e a - e b)⁻¹) * hf a b hab - c a b * hg
  rw [h1, h2, ← swap]
  module
```

In the main theorem, `hHa` and `hHb` are the splittings of H_a and H_b. `h1` and `h2` are the two uses of (1), and `hc` is the partial-fraction identity. The last `linear_combination` adds the field terms to the third-spin result `key`.

```lean
/-- Gaudin magnet: for distinct levels the Hamiltonians `H_a` commute pairwise, and they add up
to `B` times the total `J_z`. -/
theorem gaudin_magnet {J : ι → Fin 3 → A} (h : IsSpinFamily J) {e : ι → ℂ}
    (he : Function.Injective e) (B : ℂ) :
    (∀ a b, Commute (gaudin J e B a) (gaudin J e B b)) ∧
      ∑ a, gaudin J e B a = B • ∑ a, J a 2 := by
  refine ⟨fun a b => ?_, by
    simpa using weighted_sum h he B (fun _ => 1) (fun _ _ => 0) (by simp)⟩
  rcases eq_or_ne a b with rfl | hab
  · exact Commute.refl _
  have hS : ∀ k ∈ (univ.erase a).erase b, a ≠ k ∧ b ≠ k := fun k hk =>
    ⟨(Finset.ne_of_mem_erase (Finset.mem_of_mem_erase hk)).symm,
      (Finset.ne_of_mem_erase hk).symm⟩
  -- separate the mutual coupling from the couplings to third spins
  have hHa : gaudin J e B a = B • J a 2 + ((e a - e b)⁻¹ • dot J a b
      + ∑ k ∈ (univ.erase a).erase b, (e a - e k)⁻¹ • dot J a k) := by
    unfold gaudin
    rw [← Finset.add_sum_erase (univ.erase a) _
      (Finset.mem_erase.2 ⟨hab.symm, Finset.mem_univ b⟩)]
  have hHb : gaudin J e B b = B • J b 2 + (-((e a - e b)⁻¹ • dot J a b)
      + ∑ k ∈ (univ.erase a).erase b, (e b - e k)⁻¹ • dot J b k) := by
    unfold gaudin
    rw [← Finset.add_sum_erase (univ.erase b) _
      (Finset.mem_erase.2 ⟨hab, Finset.mem_univ a⟩), Finset.erase_right_comm,
      ← neg_sub (e a) (e b), inv_neg, neg_smul, dot_symm h hab]
  have key := bracket_sum ((univ.erase a).erase b) (dot J a b) (e a - e b)⁻¹
    (fun k => (e a - e k)⁻¹ • dot J a k) (fun k => (e b - e k)⁻¹ • dot J b k)
    (by
      intro k hk l hl hkl
      have c := fun i => (dot_commute_other h hab (hS k hk).2.symm i).mul_right
        (dot_commute_other h (hS l hl).1 hkl i)
      exact ((((c 0).add_right (c 1)).add_right (c 2)).smul_left _).smul_right _)
    (by
      intro k hk
      obtain ⟨hak, hbk⟩ := hS k hk
      have h1 := (dot_triple h hab hak hbk).eq
      have h2 := (dot_triple h hbk hab.symm hak.symm).eq
      rw [dot_symm h hab.symm, dot_symm h hak.symm] at h2
      have hg := inv_mul_cancel₀ (sub_ne_zero.2 (he.ne hab))
      have hu := inv_mul_cancel₀ (sub_ne_zero.2 (he.ne hak))
      have hv := inv_mul_cancel₀ (sub_ne_zero.2 (he.ne hbk))
      -- the partial-fraction identity
      have hc : (e a - e b)⁻¹ * (e b - e k)⁻¹ - (e a - e b)⁻¹ * (e a - e k)⁻¹
          - (e a - e k)⁻¹ * (e b - e k)⁻¹ = 0 := by
        linear_combination (-((e a - e b)⁻¹ * (e b - e k)⁻¹)) * hu
          + (e a - e k)⁻¹ * (e b - e k)⁻¹ * hg + (e a - e b)⁻¹ * (e a - e k)⁻¹ * hv
      simp only [mul_add, add_mul, mul_smul_comm, smul_mul_assoc] at h1 h2 ⊢
      linear_combination (norm := module) ((e a - e b)⁻¹ * (e a - e k)⁻¹) • h1
        - ((e a - e k)⁻¹ * (e b - e k)⁻¹) • h2
        + hc • (dot J a b * dot J b k - dot J b k * dot J a b))
  have hz := (h.indep a b hab 2 2).eq
  have hT := (pair_conserved h hab 2).eq
  have hq : Commute (J a 2) (∑ k ∈ (univ.erase a).erase b, (e b - e k)⁻¹ • dot J b k) :=
    Commute.sum_right _ _ _ fun k hk =>
      (dot_commute_other h hab.symm (hS k hk).1.symm 2).symm.smul_right _
  have hp : Commute (J b 2) (∑ k ∈ (univ.erase a).erase b, (e a - e k)⁻¹ • dot J a k) :=
    Commute.sum_right _ _ _ fun k hk =>
      (dot_commute_other h hab (hS k hk).2.symm 2).symm.smul_right _
  have hq' := hq.eq
  have hp' := hp.eq
  rw [hHa, hHb]
  change _ * _ = _ * _
  generalize ∑ k ∈ (univ.erase a).erase b, (e a - e k)⁻¹ • dot J a k = P at *
  generalize ∑ k ∈ (univ.erase a).erase b, (e b - e k)⁻¹ • dot J b k = Q at *
  simp only [mul_add, add_mul, mul_neg, neg_mul, mul_smul_comm, smul_mul_assoc] at key hT ⊢
  linear_combination (norm := module) (B * B) • hz - (B * (e a - e b)⁻¹) • hT
    + B • hq' - B • hp' + key
```

**Q:** What does that buy me in a model I might simulate?

**A:** H_a is a central-spin Hamiltonian in which only spin a feels the field and the bath spins don't interact, and every other H_b is a conserved quantity. Any nonzero, pairwise different couplings w_b between spin a and the bath spins can be written as 1/(e_a − e_b): choose e_b = e_a − 1/w_b. The inhomogeneous-field Hamiltonian is conserved too, being a weighted sum of the H_a. Its factor ½ compensates for counting each pair twice.

```lean
/-- For distinct levels, the Hamiltonian `B ∑ e_a J_az + (1/2) ∑_{a ≠ b} J_a · J_b` of uniformly
coupled spins in an inhomogeneous field commutes with every Gaudin Hamiltonian. -/
theorem inhomogeneous_field_conserved {J : ι → Fin 3 → A} (h : IsSpinFamily J) {e : ι → ℂ}
    (he : Function.Injective e) (B : ℂ) (k : ι) :
    Commute (B • ∑ a, e a • J a 2 + (1 / 2 : ℂ) • ∑ a, ∑ b ∈ univ.erase a, dot J a b)
      (gaudin J e B k) := by
  have s := weighted_sum h he B e (fun _ _ => 1) (by simp)
  simp only [one_smul] at s
  rw [← s]
  exact Commute.sum_left _ _ _ fun a _ => ((gaudin_magnet h he B).1 a k).smul_left _
```

**Q:** Do other weights work?

**A:** Yes. With f_a = e_a², c_ab = e_a + e_b, and the same argument shows that

B Σ_a e_a² J_az + ½ Σ_{a≠b} (e_a + e_b) D_ab

commutes with every H_k. I leave that one as a corollary for you to formalise.

**Q:** Is the magnet now solved?

**A:** No. We have commuting operators, but neither their spectrum nor the Bethe equations that describe it.

**Q:** Last doubt: do actual spins meet the assumptions?

**A:** Three spins one-half do, and three is the smallest number for which a third spin enters. The matrices are half the Pauli matrices, and `site` places each one in its factor of the tensor product.

```lean
/-- The spin one-half matrices, half the Pauli matrices. -/
noncomputable def halfPauli : Fin 3 → Matrix (Fin 2) (Fin 2) ℂ :=
  ![!![0, 1 / 2; 1 / 2, 0], !![0, -Complex.I / 2; Complex.I / 2, 0], !![1 / 2, 0; 0, -1 / 2]]

/-- A one-spin operator `P` acting on site `a` of three two-level systems. -/
def site (a : Fin 3) (P : Matrix (Fin 2) (Fin 2) ℂ) :
    Matrix (Fin 2 × Fin 2 × Fin 2) (Fin 2 × Fin 2 × Fin 2) ℂ :=
  ![P ⊗ₖ (1 : Matrix (Fin 2 × Fin 2) (Fin 2 × Fin 2) ℂ),
    (1 : Matrix (Fin 2) (Fin 2) ℂ) ⊗ₖ (P ⊗ₖ (1 : Matrix (Fin 2) (Fin 2) ℂ)),
    (1 : Matrix (Fin 2) (Fin 2) ℂ) ⊗ₖ ((1 : Matrix (Fin 2) (Fin 2) ℂ) ⊗ₖ P)] a
```

In the proof, `lift` carries a one-spin commutator to any site. The matrix entries give the three spin relations, and operators in different tensor factors commute.

```lean
/-- Three spins one-half form a family of mutually commuting angular momenta. -/
theorem isSpinFamily_witness : IsSpinFamily (fun a i => site a (halfPauli i)) := by
  have lift : ∀ P Q R : Matrix (Fin 2) (Fin 2) ℂ, P * Q - Q * P = Complex.I • R →
      ∀ a, site a P * site a Q - site a Q * site a P = Complex.I • site a R := by
    intro P Q R hPQ a
    have h' : P * Q = Complex.I • R + Q * P := sub_eq_iff_eq_add.1 hPQ
    fin_cases a <;> simp [site, ← Matrix.mul_kronecker_mul, h', Matrix.add_kronecker,
      Matrix.kronecker_add, Matrix.smul_kronecker, Matrix.kronecker_smul]
  refine ⟨lift _ _ _ ?_, lift _ _ _ ?_, lift _ _ _ ?_, ?_⟩
  iterate 3
    · ext i j
      fin_cases i <;> fin_cases j <;>
        simp [halfPauli, Complex.ext_iff] <;> norm_num
  · intro a b hab i j
    change _ * _ = _ * _
    fin_cases a <;> fin_cases b <;> simp [site, ← Matrix.mul_kronecker_mul] at hab ⊢

end GaudinMagnet
```

```lean
#print axioms GaudinMagnet.gaudin_magnet
#print axioms GaudinMagnet.inhomogeneous_field_conserved
```

```
'GaudinMagnet.gaudin_magnet' depends on axioms: [propext, Classical.choice, Quot.sound]
'GaudinMagnet.inhomogeneous_field_conserved' depends on axioms: [propext, Classical.choice, Quot.sound]
```
